# Least energy and total charge of a quadratic electrode model at fixed potential

A metal electrode held at a fixed potential exchanges charge with an external source, so its site charges adjust until the energy, less the work done by the source, is as low as possible. For a quadratic energy with a symmetric positive definite interaction matrix, the file below finds that minimum, the charges that reach it, and how their total responds to the potential.

In Lean 4 with Mathlib:

```lean
import Mathlib

open Matrix

namespace ConstantPotentialElectrode

noncomputable section

variable {n : Type*} [Fintype n] [DecidableEq n]

omit [DecidableEq n] in
/-- The energy of site charges `q` with electronegativities `chi` and interaction matrix `A`,
less the work `mu * ∑ q` done by a source at potential `mu`. -/
def grandEnergy (A : Matrix n n ℝ) (chi : n → ℝ) (mu : ℝ) (q : n → ℝ) : ℝ :=
  chi ⬝ᵥ q + (1 / 2) * (q ⬝ᵥ A *ᵥ q) - mu * ∑ i, q i

/-- The charges `A⁻¹ (mu 1 - chi)` on the electrode at potential `mu`. -/
def optimalCharge (A : Matrix n n ℝ) (chi : n → ℝ) (mu : ℝ) : n → ℝ :=
  A⁻¹ *ᵥ (mu • (1 : n → ℝ) - chi)

/-- The capacitance `1ᵀ A⁻¹ 1` of the electrode. -/
def capacitance (A : Matrix n n ℝ) : ℝ :=
  (1 : n → ℝ) ⬝ᵥ A⁻¹ *ᵥ (1 : n → ℝ)

/-- The quadratic expression `-½ (chi - mu 1)ᵀ A⁻¹ (chi - mu 1)` in the applied potential. -/
def minEnergy (A : Matrix n n ℝ) (chi : n → ℝ) (mu : ℝ) : ℝ :=
  -(1 / 2) * ((chi - mu • (1 : n → ℝ)) ⬝ᵥ A⁻¹ *ᵥ (chi - mu • (1 : n → ℝ)))

omit [DecidableEq n] in
/-- For a symmetric interaction matrix, the interaction of two charge patterns is reciprocal. -/
theorem interaction_symm {A : Matrix n n ℝ} (hA : Aᵀ = A) (x y : n → ℝ) :
    x ⬝ᵥ A *ᵥ y = y ⬝ᵥ A *ᵥ x := by
  rw [Matrix.dotProduct_mulVec x A y, ← Matrix.mulVec_transpose, hA,
    dotProduct_comm (A *ᵥ x) y]

/-- For a positive definite interaction matrix, electronegativity and interaction potential at the
optimal charges add up to the applied potential on every site. -/
theorem potential_balance {A : Matrix n n ℝ} (hA : A.PosDef) (chi : n → ℝ) (mu : ℝ) :
    A *ᵥ optimalCharge A chi mu = mu • (1 : n → ℝ) - chi := by
  have hdet : IsUnit A.det := (Matrix.isUnit_iff_isUnit_det A).mp hA.isUnit
  rw [optimalCharge, Matrix.mulVec_mulVec, Matrix.mul_nonsing_inv _ hdet, Matrix.one_mulVec]

omit [DecidableEq n] in
/-- For a symmetric interaction matrix, around charges `p` that balance the applied potential, the
energy changes by exactly the interaction energy of the deviation `q - p`. -/
theorem energy_complete_square {A : Matrix n n ℝ} (hA : Aᵀ = A) {chi p : n → ℝ} {mu : ℝ}
    (hp : A *ᵥ p = mu • (1 : n → ℝ) - chi) (q : n → ℝ) :
    grandEnergy A chi mu q =
      grandEnergy A chi mu p + (1 / 2) * ((q - p) ⬝ᵥ A *ᵥ (q - p)) := by
  have h1 := interaction_symm hA p q
  -- the balance condition, tested against an arbitrary charge pattern
  have h2 : ∀ x : n → ℝ, x ⬝ᵥ A *ᵥ p = mu * ∑ i, x i - chi ⬝ᵥ x := by
    intro x
    rw [hp, dotProduct_sub, dotProduct_smul, dotProduct_comm x chi, smul_eq_mul]
    simp [dotProduct]
  simp only [grandEnergy, Matrix.mulVec_sub, dotProduct_sub, sub_dotProduct]
  linear_combination (1 / 2) * h1 + h2 q - h2 p

/-- The energy of the optimal charges is `-½ (chi - mu 1)ᵀ A⁻¹ (chi - mu 1)`. -/
theorem energy_optimalCharge {A : Matrix n n ℝ} (hA : A.PosDef) (chi : n → ℝ) (mu : ℝ) :
    grandEnergy A chi mu (optimalCharge A chi mu) = minEnergy A chi mu := by
  have hb := potential_balance hA chi mu
  have hneg : A⁻¹ *ᵥ (chi - mu • (1 : n → ℝ)) = -optimalCharge A chi mu := by
    rw [optimalCharge, ← Matrix.mulVec_neg, neg_sub]
  rw [minEnergy, hneg, grandEnergy, hb]
  generalize optimalCharge A chi mu = p
  have hs : (1 : n → ℝ) ⬝ᵥ p = ∑ i, p i := by simp [dotProduct]
  rw [dotProduct_comm p, dotProduct_neg, sub_dotProduct, sub_dotProduct, smul_dotProduct, hs,
    smul_eq_mul]
  ring

/-- The total optimal charge is affine in the applied potential, with the capacitance as slope. -/
theorem total_charge_affine (A : Matrix n n ℝ) (chi : n → ℝ) (mu : ℝ) :
    ∑ i, optimalCharge A chi mu i =
      mu * capacitance A - (1 : n → ℝ) ⬝ᵥ A⁻¹ *ᵥ chi := by
  have hs : ∑ i, optimalCharge A chi mu i = (1 : n → ℝ) ⬝ᵥ optimalCharge A chi mu := by
    simp [dotProduct]
  rw [hs, optimalCharge, capacitance, Matrix.mulVec_sub, Matrix.mulVec_smul, dotProduct_sub,
    dotProduct_smul, smul_eq_mul]

/-- For a positive definite interaction matrix, the least energy over all charges at fixed potential
is `-½ (chi - mu 1)ᵀ A⁻¹ (chi - mu 1)`; it is reached only by the optimal charges, whose total is
affine in `mu` with slope `1ᵀ A⁻¹ 1`. -/
theorem constant_potential_minimum {A : Matrix n n ℝ} (hA : A.PosDef) (chi : n → ℝ) (mu : ℝ) :
    IsLeast (Set.range (grandEnergy A chi mu))
      (-(1 / 2) * ((chi - mu • (1 : n → ℝ)) ⬝ᵥ A⁻¹ *ᵥ (chi - mu • (1 : n → ℝ)))) ∧
    (∀ q, grandEnergy A chi mu q = minEnergy A chi mu ↔ q = optimalCharge A chi mu) ∧
    ∑ i, optimalCharge A chi mu i =
      mu * ((1 : n → ℝ) ⬝ᵥ A⁻¹ *ᵥ (1 : n → ℝ)) - (1 : n → ℝ) ⬝ᵥ A⁻¹ *ᵥ chi := by
  have hT : Aᵀ = A := by
    ext i j
    simpa using hA.isHermitian.apply i j
  have hsq := energy_complete_square hT (potential_balance hA chi mu)
  have hmin := energy_optimalCharge hA chi mu
  -- every deviation from the optimal charges costs energy
  have hpos : ∀ x : n → ℝ, x ≠ 0 → 0 < x ⬝ᵥ A *ᵥ x := by
    intro x hx
    simpa using hA.dotProduct_mulVec_pos hx
  have hstrict : ∀ q, q ≠ optimalCharge A chi mu →
      minEnergy A chi mu < grandEnergy A chi mu q := by
    intro q hq
    have h := hpos _ (sub_ne_zero.mpr hq)
    rw [hsq q, hmin]
    linarith
  refine ⟨⟨⟨optimalCharge A chi mu, hmin⟩, ?_⟩, ?_, total_charge_affine A chi mu⟩
  · rintro _ ⟨q, rfl⟩
    change minEnergy A chi mu ≤ grandEnergy A chi mu q
    by_cases hq : q = optimalCharge A chi mu
    · rw [hq, hmin]
    · exact (hstrict q hq).le
  · intro q
    constructor
    · intro h
      by_contra hq
      exact (hstrict q hq).ne' h
    · rintro rfl
      exact hmin

/-- With a positive definite interaction matrix, an electrode with at least one site has positive
capacitance. -/
theorem capacitance_pos [Nonempty n] {A : Matrix n n ℝ} (hA : A.PosDef) :
    0 < capacitance A := by
  have h1 : (1 : n → ℝ) ≠ 0 := one_ne_zero
  simpa [capacitance] using hA.inv.dotProduct_mulVec_pos h1

/-- For a positive definite interaction matrix, the derivative of the minimum energy with respect to
the applied potential is minus the optimal total charge on the electrode. -/
theorem hasDerivAt_minEnergy {A : Matrix n n ℝ} (hA : A.PosDef) (chi : n → ℝ) (mu : ℝ) :
    HasDerivAt (minEnergy A chi) (-∑ i, optimalCharge A chi mu i) mu := by
  have hT : (A⁻¹)ᵀ = A⁻¹ := by
    ext i j
    simpa using hA.inv.isHermitian.apply i j
  have hsymm := interaction_symm hT chi (1 : n → ℝ)
  -- the minimum energy is a quadratic polynomial in the potential
  have hexp : minEnergy A chi = fun m : ℝ =>
      (-(1 / 2) * (chi ⬝ᵥ A⁻¹ *ᵥ chi) + m * ((1 : n → ℝ) ⬝ᵥ A⁻¹ *ᵥ chi)) -
        m * m * (capacitance A / 2) := by
    funext m
    simp only [minEnergy, capacitance, Matrix.mulVec_sub, Matrix.mulVec_smul, dotProduct_sub,
      sub_dotProduct, dotProduct_smul, smul_dotProduct, smul_eq_mul]
    linear_combination (m / 2) * hsymm
  have hid := hasDerivAt_id' mu
  rw [hexp, total_charge_affine]
  exact (((hid.mul_const ((1 : n → ℝ) ⬝ᵥ A⁻¹ *ᵥ chi)).const_add
    (-(1 / 2) * (chi ⬝ᵥ A⁻¹ *ᵥ chi))).fun_sub
    ((hid.fun_mul hid).mul_const (capacitance A / 2))).congr_deriv (by ring)

omit [DecidableEq n] in
/-- If some charge pattern has negative interaction energy, the energy at any fixed potential
is unbounded below. -/
theorem energy_unbounded_below {A : Matrix n n ℝ} {x : n → ℝ} (hx : x ⬝ᵥ A *ᵥ x < 0)
    (chi : n → ℝ) (mu B : ℝ) : ∃ q, grandEnergy A chi mu q < B := by
  -- along the unstable pattern the energy is a downward parabola
  have hline : ∀ t : ℝ, grandEnergy A chi mu (t • x) =
      t * ((chi ⬝ᵥ x - mu * ∑ i, x i) + t * (x ⬝ᵥ A *ᵥ x) / 2) := by
    intro t
    simp only [grandEnergy, Matrix.mulVec_smul, dotProduct_smul, smul_dotProduct, smul_eq_mul,
      Pi.smul_apply, ← Finset.mul_sum]
    ring
  generalize x ⬝ᵥ A *ᵥ x = s at hx hline
  generalize chi ⬝ᵥ x - mu * ∑ i, x i = l at hline
  have hs : 0 < -s := by linarith
  obtain ⟨k, hk0, hk⟩ : ∃ k : ℝ, 0 ≤ k ∧ k * (-s) = 2 * (|l| + 1) :=
    ⟨2 * (|l| + 1) / (-s), by positivity, div_mul_cancel₀ _ hs.ne'⟩
  refine ⟨(k + |B| + 1) • x, ?_⟩
  rw [hline]
  have hB := neg_abs_le B
  have hl := le_abs_self l
  have hT : 0 < k + |B| + 1 := by positivity
  have h1 : 0 ≤ (|B| + 1) * (-s) := by positivity
  have h2 : l + (k + |B| + 1) * s / 2 ≤ -1 := by linarith
  have h3 := mul_le_mul_of_nonneg_left h2 hT.le
  linarith

end

end ConstantPotentialElectrode
```

```lean
#print axioms ConstantPotentialElectrode.constant_potential_minimum
#print axioms ConstantPotentialElectrode.capacitance_pos
#print axioms ConstantPotentialElectrode.hasDerivAt_minEnergy
#print axioms ConstantPotentialElectrode.energy_unbounded_below
```

```
'ConstantPotentialElectrode.constant_potential_minimum' depends on axioms: [propext, Classical.choice, Quot.sound]
'ConstantPotentialElectrode.capacitance_pos' depends on axioms: [propext, Classical.choice, Quot.sound]
'ConstantPotentialElectrode.hasDerivAt_minEnergy' depends on axioms: [propext, Classical.choice, Quot.sound]
'ConstantPotentialElectrode.energy_unbounded_below' depends on axioms: [propext, Classical.choice, Quot.sound]
```

The electrode has finitely many sites, indexed by `n`. Site i carries a real charge qᵢ and has electronegativity χᵢ; the matrix A holds the interactions between charges, with the cost of charging a single site on its diagonal. The applied potential μ is the same on every site, and 1 denotes the vector of ones. `grandEnergy` is

E(q) = χ·q + ½ q·Aq − μ Σᵢ qᵢ.

The sign convention is that the source does work μ per unit of charge added. The charges are unconstrained: no total is prescribed. The hypothesis `A.PosDef` includes symmetry and says that every nonzero charge pattern has positive interaction energy. It is assumed here, not derived from a particular Coulomb kernel or charge width.

`constant_potential_minimum` has three parts. `IsLeast` applied to the range of E says that −½ (χ − μ1)·A⁻¹(χ − μ1) is a value of E and that no value is lower. The equivalence says that only q* = A⁻¹(μ1 − χ), called `optimalCharge`, reaches it. The last part says that the total of q* is affine in μ with slope C = 1·A⁻¹1, the `capacitance`.

In a constant-potential simulation that uses such a quadratic charge model, with one potential on all electrode sites and no constraint on the total charge, this describes the electrode charges at one fixed set of atomic positions, where the potential from a fixed electrolyte can be included in χ. Many simulation cells instead contain two electrodes at different potentials and are kept neutral overall; such a neutrality constraint is not imposed here. Atomic motion and nonlinear electronic response are not modelled.

To derive the minimum, write b = μ1 − χ, so that E(q) = ½ q·Aq − b·q. Positive definiteness makes A invertible, and q* = A⁻¹b satisfies

Aq* = b.

This is `potential_balance`: χᵢ + (Aq*)ᵢ = μ on every site. Now set q = q* + d and expand:

E(q) = E(q*) + ½ q*·Ad + ½ d·Aq* − b·d + ½ d·Ad.

By symmetry (`interaction_symm`) q*·Ad = d·Aq* = b·d, so the terms linear in d cancel:

E(q) = E(q*) + ½ d·Ad.

This is `energy_complete_square`; its `linear_combination` step combines half the symmetry relation with the difference between the balance condition tested against q and against `p`, which plays the role of q*. The last term is positive unless d = 0, which gives both minimality and uniqueness; in the main proof this is `hstrict`. The minimum itself, computed in `energy_optimalCharge`, is

E(q*) = ½ q*·b − b·q* = −½ b·A⁻¹b = −½ (χ − μ1)·A⁻¹(χ − μ1).

Summing the components of q* gives `total_charge_affine`:

Q(μ) = 1·A⁻¹(μ1 − χ) = μC − 1·A⁻¹χ.

Since A⁻¹ is also positive definite, C > 0 as soon as there is at least one site (`capacitance_pos`). Raising μ then raises the total charge.

Call the minimum energy W(μ). Since A⁻¹ is symmetric, expanding gives

W(μ) = −½ χ·A⁻¹χ + μ 1·A⁻¹χ − ½ μ²C,

dW/dμ = 1·A⁻¹χ − μC = −Q(μ).

`hasDerivAt_minEnergy` proves this by the same expansion, followed by the differentiation rules for polynomials.

Finally, suppose some pattern x has s = x·Ax < 0, and put l = χ·x − μ Σᵢ xᵢ. Along this pattern

E(tx) = tl + ½ t²s,

a downward parabola in t. `energy_unbounded_below` takes t large enough that l + ½ts ≤ −1 and t > |B|, so E(tx) ≤ −t < B for any chosen bound B. No minimum exists in that case, at any potential. The borderline case, in which A is positive semidefinite but singular, is not treated.

For a two-site example, let A have rows (2, 1) and (1, 2), with χ = (1, 0) and μ = 2. Then b = (1, 2), and A⁻¹ has rows (2/3, −1/3) and (−1/3, 2/3), so

q* = (0, 1), Q = 1, C = 2/3.

The formula for the minimum gives −½ b·q* = −1, and direct evaluation agrees: E(q*) = 0 + 1 − 2 = −1. The uncharged electrode has E = 0, higher by ½ d·Ad = 1 with d = (0, −1). Raising μ to 3 raises the total charge by C, to 5/3.
